# With biquadratic exchange, $H=-2J\,A\cdot B-K\,(A\cdot B)^2$, Yamaguchi's estimate from ideal product states gives $J-K/4$

A spin can be entered into a formal statement as a particular set of matrices or through its algebra. Here it is the algebra: a spin $s$ is any triple of Hermitian matrices $A_0,A_1,A_2$, the $x$, $y$ and $z$ components with $\hbar=1$, that satisfies

$$[A_0,A_1]=iA_2,\quad [A_1,A_2]=iA_0,\quad [A_2,A_0]=iA_1,\quad A_0^2+A_1^2+A_2^2=s(s+1).$$

One argument then serves every spin length, and no matrix elements are needed.

## The estimate for two spins

Let $A$ be a spin $s>0$ and $B$ a spin $t>0$ on another site, with

$$H=-2J\,A\cdot B-K\,(A\cdot B)^2,\qquad J,K\in\mathbb R.$$

The constant $J$ is the Heisenberg exchange coupling. The constant $K$ is the strength of biquadratic exchange, the next isotropic coupling in powers of $A\cdot B$. Write $|\mu\rangle$ for a normalised eigenstate of a $z$ component with eigenvalue $\mu$. The high-spin state is $\mathrm{HS}=|s\rangle|t\rangle$, the broken-symmetry state is $\mathrm{BS}=|s\rangle|{-t}\rangle$, and $S=A+B$ is the total spin. The claim is

$$\frac{E_{\rm BS}-E_{\rm HS}}{\langle S^2\rangle_{\rm HS}-\langle S^2\rangle_{\rm BS}}=J-\frac K4 .$$

The right-hand side contains neither $s$ nor $t$.

**Moments of one spin.** In an expectation value taken in $|\mu\rangle$, the operator $A_2$ can be replaced by $\mu$ at either end of a product, so $\langle[A_2,M]\rangle=0$ for every $M$. Taking $M=A_1$ and $M=A_0$ gives $\langle A_0\rangle=\langle A_1\rangle=0$, and $\langle A_2\rangle=\mu$. Next,

$$[A_2,A_0A_1]=i(A_1^2-A_0^2),\qquad [A_2,A_0^2]=i(A_1A_0+A_0A_1).$$

Both averages vanish. The first relation makes $\langle A_0^2\rangle$ and $\langle A_1^2\rangle$ equal, and their sum is $s(s+1)-\mu^2$. The second gives $\langle A_0A_1\rangle=-\langle A_1A_0\rangle$, while their difference is $i\langle A_2\rangle=i\mu$. Hence

$$\langle A_0^2\rangle=\langle A_1^2\rangle=\tfrac12\bigl(s(s+1)-\mu^2\bigr),\qquad \langle A_0A_1\rangle=-\langle A_1A_0\rangle=\tfrac{i\mu}2 .$$

**Moments of the pair.** In $|\mu\rangle|\nu\rangle$ expectation values factorise, so $\langle A\cdot B\rangle=\mu\nu$ and $\langle (A\cdot B)^2\rangle=\sum_{ij}\langle A_iA_j\rangle\langle B_iB_j\rangle$. Terms with exactly one index equal to 2 vanish. The terms $01$ and $10$ contribute $2(i\mu/2)(i\nu/2)=-\mu\nu/2$. Altogether,

$$\langle (A\cdot B)^2\rangle=\mu^2\nu^2-\tfrac12\mu\nu+\tfrac12\bigl(s(s+1)-\mu^2\bigr)\bigl(t(t+1)-\nu^2\bigr),$$

$$\langle S^2\rangle=s(s+1)+t(t+1)+2\mu\nu .$$

**The ratio.** For $\mu=s$ and $\nu=\pm t$ the two brackets reduce to $s$ and $t$. Then $\langle (A\cdot B)^2\rangle$ is $s^2t^2$ in HS and $s^2t^2+st$ in BS, and

$$E_{\rm HS}=-2Jst-Ks^2t^2,\qquad E_{\rm BS}=2Jst-K(s^2t^2+st).$$

The numerator is $4Jst-Kst=4st(J-K/4)$, the denominator is $4st$, and the claim follows.

## Yamaguchi's ratio in a dimer calculation

In a broken-symmetry calculation on a dimer, one converges a high-spin and a broken-symmetry determinant and inserts their energies and $\langle S^2\rangle$ values into this ratio. Insofar as the two solutions behave like ideal product states of this two-spin model, the resulting number is $J-K/4$, and this one ratio cannot separate $J$ from $K$.

For two spins 1, the values are $\langle S^2\rangle_{\rm HS}=6$, $\langle S^2\rangle_{\rm BS}=2$, $E_{\rm HS}=-2J-K$ and $E_{\rm BS}=2J-2K$, so the ratio is $(4J-K)/4$. Read as a pure Heisenberg coupling, it predicts a triplet–quintet gap of $4J-K$, whereas the model's gap is $4J$.

## Spins, states and operators as matrices

In Lean 4 with Mathlib:

```lean
import Mathlib

open Matrix
open scoped Kronecker

namespace YamaguchiBiquadratic

noncomputable section

variable {m n : Type*} [Fintype m] [DecidableEq m] [Fintype n] [DecidableEq n]
```

The expectation value is defined as a linear functional of the operator, which lets the proofs average an operator identity term by term.

```lean
/-- The expectation value `⟨u|M|u⟩`, as a linear functional of the operator `M`. -/
def ev (u : n → ℂ) : Matrix n n ℂ →ₗ[ℂ] ℂ where
  toFun M := star u ⬝ᵥ (M *ᵥ u)
  map_add' M N := by rw [Matrix.add_mulVec, dotProduct_add]
  map_smul' c M := by rw [Matrix.smul_mulVec, dotProduct_smul, RingHom.id_apply]
```

`IsSpin s A` is the algebraic description from the opening. It fixes the sign convention of the commutators and permits several copies of the same multiplet.

```lean
/-- A spin `s`: Hermitian components `A 0, A 1, A 2` (x, y, z) with the angular momentum
commutators and `A² = s(s+1)`. -/
structure IsSpin (s : ℝ) (A : Fin 3 → Matrix n n ℂ) : Prop where
  herm : ∀ i, (A i).IsHermitian
  comm_xy : A 0 * A 1 - A 1 * A 0 = Complex.I • A 2
  comm_yz : A 1 * A 2 - A 2 * A 1 = Complex.I • A 0
  comm_zx : A 2 * A 0 - A 0 * A 2 = Complex.I • A 1
  casimir : A 0 * A 0 + A 1 * A 1 + A 2 * A 2 = ((s : ℂ) * (s + 1)) • 1
```

`IsZState A μ u` says that `u` is normalised and has eigenvalue `μ` under `A 2`.

```lean
/-- A normalised eigenstate of the z component with eigenvalue `μ`. -/
structure IsZState (A : Fin 3 → Matrix n n ℂ) (μ : ℝ) (u : n → ℂ) : Prop where
  norm : ev u 1 = 1
  eig : A 2 *ᵥ u = (μ : ℂ) • u
```

The pair lives on the index set `m × n`. The sites are distinguishable, and no antisymmetrisation of electrons enters.

```lean
/-- The product state `u ⊗ v` of two spins. -/
def prodState (u : m → ℂ) (v : n → ℂ) : m × n → ℂ := fun p => u p.1 * v p.2

/-- The scalar product `A·B` of two spins on different sites. -/
def dot (A : Fin 3 → Matrix m m ℂ) (B : Fin 3 → Matrix n n ℂ) :
    Matrix (m × n) (m × n) ℂ := ∑ i, A i ⊗ₖ B i

/-- The square `(A + B)²` of the total spin. -/
def totalSq (A : Fin 3 → Matrix m m ℂ) (B : Fin 3 → Matrix n n ℂ) :
    Matrix (m × n) (m × n) ℂ :=
  ∑ i, (A i ⊗ₖ (1 : Matrix n n ℂ) + (1 : Matrix m m ℂ) ⊗ₖ B i) *
    (A i ⊗ₖ (1 : Matrix n n ℂ) + (1 : Matrix m m ℂ) ⊗ₖ B i)
```

The Hamiltonian has the factor $-2$ in front of $J$, so for $K=0$ a positive $J$ favours parallel spins.

```lean
/-- The bilinear-biquadratic Hamiltonian `-2J A·B - K (A·B)²`. -/
def hamiltonian (J K : ℝ) (A : Fin 3 → Matrix m m ℂ) (B : Fin 3 → Matrix n n ℂ) :
    Matrix (m × n) (m × n) ℂ :=
  (-2 * (J : ℂ)) • dot A B - (K : ℂ) • (dot A B * dot A B)
```

## Averages in product states

The first lemma is the factorisation. Each factor of $X\otimes Y$ acts on its own site, and the double sum then splits into a product.

```lean
omit [DecidableEq m] [DecidableEq n] in
/-- In a product state the expectation value of `X ⊗ Y` factorises. -/
theorem ev_product (u : m → ℂ) (v : n → ℂ) (X : Matrix m m ℂ) (Y : Matrix n n ℂ) :
    ev (prodState u v) (X ⊗ₖ Y) = ev u X * ev v Y := by
  change star (prodState u v) ⬝ᵥ ((X ⊗ₖ Y) *ᵥ prodState u v) =
    (star u ⬝ᵥ (X *ᵥ u)) * (star v ⬝ᵥ (Y *ᵥ v))
  -- each factor acts on its own site
  have h : (X ⊗ₖ Y) *ᵥ prodState u v = prodState (X *ᵥ u) (Y *ᵥ v) := by
    ext ⟨i, j⟩
    simp only [prodState, Matrix.mulVec, dotProduct, Matrix.kroneckerMap_apply,
      Fintype.sum_prod_type, Finset.sum_mul_sum]
    exact Finset.sum_congr rfl fun k _ => Finset.sum_congr rfl fun l _ => by ring
  rw [h]
  simp only [dotProduct, prodState, Pi.star_apply, star_mul', Fintype.sum_prod_type,
    Finset.sum_mul_sum]
  exact Finset.sum_congr rfl fun k _ => Finset.sum_congr rfl fun l _ => by ring
```

`ev_z` replaces `A 2` by its eigenvalue. On the right of `M` this is the eigenvalue equation; on the left it uses that `A 2` is Hermitian and `μ` real.

```lean
/-- In an expectation value taken in an eigenstate of the z component of a spin, that component may
be replaced by its eigenvalue `μ` when it stands to the right or left of any operator `M`. -/
theorem ev_z {s μ : ℝ} {A : Fin 3 → Matrix n n ℂ} {u : n → ℂ} (hA : IsSpin s A)
    (hu : IsZState A μ u) (M : Matrix n n ℂ) :
    ev u (M * A 2) = μ * ev u M ∧ ev u (A 2 * M) = μ * ev u M := by
  constructor
  · change star u ⬝ᵥ ((M * A 2) *ᵥ u) = μ * (star u ⬝ᵥ (M *ᵥ u))
    rw [← Matrix.mulVec_mulVec, hu.eig, Matrix.mulVec_smul, dotProduct_smul, smul_eq_mul]
  · -- the bra is a left eigenvector because the z component is Hermitian
    have h := congrArg star hu.eig
    rw [Matrix.star_mulVec, (hA.herm 2).eq, star_smul, Complex.star_def,
      Complex.conj_ofReal] at h
    change star u ⬝ᵥ ((A 2 * M) *ᵥ u) = μ * (star u ⬝ᵥ (M *ᵥ u))
    rw [← Matrix.mulVec_mulVec, Matrix.dotProduct_mulVec, h, smul_dotProduct, smul_eq_mul]
```

For the x and y first moments, `congrArg (ev u)` averages a commutation relation. The left side cancels by `ev_z`, and the factor $i$ is divided out. The z moment is `ev_z` with `M = 1`, together with the normalisation.

```lean
/-- In a z eigenstate of a spin the mean spin vector is `(0, 0, μ)`. -/
theorem first_moments {s μ : ℝ} {A : Fin 3 → Matrix n n ℂ} {u : n → ℂ} (hA : IsSpin s A)
    (hu : IsZState A μ u) : ev u (A 0) = 0 ∧ ev u (A 1) = 0 ∧ ev u (A 2) = μ := by
  refine ⟨?_, ?_, ?_⟩
  · have h := congrArg (ev u) hA.comm_yz
    rw [map_sub, map_smul, (ev_z hA hu (A 1)).1, (ev_z hA hu (A 1)).2, sub_self,
      smul_eq_mul] at h
    exact (mul_eq_zero.mp h.symm).resolve_left Complex.I_ne_zero
  · have h := congrArg (ev u) hA.comm_zx
    rw [map_sub, map_smul, (ev_z hA hu (A 0)).1, (ev_z hA hu (A 0)).2, sub_self,
      smul_eq_mul] at h
    exact (mul_eq_zero.mp h.symm).resolve_left Complex.I_ne_zero
  · have h := (ev_z hA hu 1).1
    rwa [one_mul, hu.norm, mul_one] at h
```

In the next proof, `e1` and `e2` are the two commutators with $A_2$ computed above. Their averages are `hXY` and `hPQ`, while `hC` and `hP` come from the Casimir relation and from $[A_0,A_1]$. The four calls of `linear_combination` solve these linear equations.

```lean
/-- Transverse second moments of a spin `s` in a z eigenstate: `⟨x²⟩ = ⟨y²⟩ = (s(s+1) - μ²)/2`
and `⟨xy⟩ = -⟨yx⟩ = iμ/2`. -/
theorem second_moments {s μ : ℝ} {A : Fin 3 → Matrix n n ℂ} {u : n → ℂ} (hA : IsSpin s A)
    (hu : IsZState A μ u) :
    ev u (A 0 * A 0) = ((s : ℂ) * (s + 1) - μ ^ 2) / 2 ∧
    ev u (A 1 * A 1) = ((s : ℂ) * (s + 1) - μ ^ 2) / 2 ∧
    ev u (A 0 * A 1) = Complex.I * μ / 2 ∧ ev u (A 1 * A 0) = -(Complex.I * μ / 2) := by
  obtain ⟨-, -, hz⟩ := first_moments hA hu
  have hC := congrArg (ev u) hA.casimir
  rw [map_add, map_add, map_smul, hu.norm, (ev_z hA hu (A 2)).1, hz, smul_eq_mul] at hC
  have hP := congrArg (ev u) hA.comm_xy
  rw [map_sub, map_smul, hz, smul_eq_mul] at hP
  -- the commutator of z with xy averages to zero, so x² and y² have equal means
  have e1 : A 2 * (A 0 * A 1) - A 0 * A 1 * A 2 =
      Complex.I • (A 1 * A 1) - Complex.I • (A 0 * A 0) := by
    rw [← smul_mul_assoc, ← mul_smul_comm, ← hA.comm_zx, ← hA.comm_yz]
    noncomm_ring
  have h1 := congrArg (ev u) e1
  rw [map_sub, map_sub, map_smul, map_smul, (ev_z hA hu _).1, (ev_z hA hu _).2, sub_self,
    smul_eq_mul, smul_eq_mul, ← mul_sub] at h1
  have hXY := (mul_eq_zero.mp h1.symm).resolve_left Complex.I_ne_zero
  -- the commutator of z with x² averages to zero, so xy + yx has mean zero
  have e2 : A 2 * (A 0 * A 0) - A 0 * A 0 * A 2 =
      Complex.I • (A 1 * A 0) + Complex.I • (A 0 * A 1) := by
    rw [← smul_mul_assoc, ← mul_smul_comm, ← hA.comm_zx]
    noncomm_ring
  have h2 := congrArg (ev u) e2
  rw [map_sub, map_add, map_smul, map_smul, (ev_z hA hu _).1, (ev_z hA hu _).2, sub_self,
    smul_eq_mul, smul_eq_mul, ← mul_add] at h2
  have hPQ := (mul_eq_zero.mp h2.symm).resolve_left Complex.I_ne_zero
  refine ⟨?_, ?_, ?_, ?_⟩
  · linear_combination hC / 2 - hXY / 2
  · linear_combination hC / 2 + hXY / 2
  · linear_combination hP / 2 + hPQ / 2
  · linear_combination hPQ / 2 - hP / 2
```

`product_means` expands the operators on the pair, factorises every term and inserts the moments. The only fact needed beyond ring algebra in the biquadratic average is $i^2=-1$, which produces $-\mu\nu/2$.

```lean
/-- Means of `A·B`, `(A·B)²` and the squared total spin for spins `s` and `t` in a product of
z eigenstates with eigenvalues `μ` and `ν`. -/
theorem product_means {s t μ ν : ℝ} {A : Fin 3 → Matrix m m ℂ} {B : Fin 3 → Matrix n n ℂ}
    {u : m → ℂ} {v : n → ℂ} (hA : IsSpin s A) (hB : IsSpin t B)
    (hu : IsZState A μ u) (hv : IsZState B ν v) :
    ev (prodState u v) (dot A B) = μ * ν ∧
    ev (prodState u v) (dot A B * dot A B) = (μ : ℂ) ^ 2 * ν ^ 2 - μ * ν / 2 +
      ((s : ℂ) * (s + 1) - μ ^ 2) * ((t : ℂ) * (t + 1) - ν ^ 2) / 2 ∧
    ev (prodState u v) (totalSq A B) = (s : ℂ) * (s + 1) + t * (t + 1) + 2 * μ * ν := by
  obtain ⟨a0, a1, a2⟩ := first_moments hA hu
  obtain ⟨b0, b1, b2⟩ := first_moments hB hv
  obtain ⟨a00, a11, a01, a10⟩ := second_moments hA hu
  obtain ⟨b00, b11, b01, b10⟩ := second_moments hB hv
  have az := fun M => (ev_z hA hu M).1
  have za := fun M => (ev_z hA hu M).2
  have bz := fun M => (ev_z hB hv M).1
  have zb := fun M => (ev_z hB hv M).2
  refine ⟨?_, ?_, ?_⟩
  · simp only [dot, Fin.sum_univ_three, map_add, ev_product, a0, a1, a2, b0, b1, b2]
    ring
  · simp only [dot, Fin.sum_univ_three, add_mul, mul_add, ← Matrix.mul_kronecker_mul, map_add,
      ev_product, a00, a11, a01, a10, b00, b11, b01, b10, az, za, bz, zb, a0, a1, a2, b0, b1, b2]
    linear_combination ((μ : ℂ) * ν / 2) * Complex.I_sq
  · simp only [totalSq, Fin.sum_univ_three, add_mul, mul_add, ← Matrix.mul_kronecker_mul,
      mul_one, one_mul, map_add, ev_product, a00, a11, b00, b11, az, bz, a0, a1, a2, b0, b1, b2,
      hu.norm, hv.norm]
    ring
```

## The ratio for arbitrary positive spins

The theorem takes one state `u` of the first spin with eigenvalue `s`, and states `up` and `down` of the second with eigenvalues `t` and `-t`. The equality is between complex numbers, since `ev` is complex-valued. The steps `hN` and `hD` are the numerator and denominator found by hand. If either spin were zero, the ratio would be $0/0$; `hs` and `ht` exclude this.

The energies here are averages of a model Hamiltonian. Orbital relaxation, overlap of the magnetic orbitals and charge transfer, which affect real broken-symmetry solutions, are not treated explicitly in it.

```lean
/-- For spins `s, t > 0` with bilinear exchange `J` and biquadratic exchange `K`, Yamaguchi's
estimate from the products `|s⟩|t⟩` (HS) and `|s⟩|-t⟩` (BS) equals `J - K/4`. -/
theorem yamaguchi_biquadratic {s t : ℝ} (hs : 0 < s) (ht : 0 < t) (J K : ℝ)
    {A : Fin 3 → Matrix m m ℂ} {B : Fin 3 → Matrix n n ℂ} (hA : IsSpin s A) (hB : IsSpin t B)
    {u : m → ℂ} {up down : n → ℂ} (hu : IsZState A s u)
    (hup : IsZState B t up) (hdown : IsZState B (-t) down) :
    (ev (prodState u down) (hamiltonian J K A B) - ev (prodState u up) (hamiltonian J K A B)) /
      (ev (prodState u up) (totalSq A B) - ev (prodState u down) (totalSq A B)) =
    (J : ℂ) - K / 4 := by
  obtain ⟨h1, h2, h3⟩ := product_means hA hB hu hup
  obtain ⟨b1, b2, b3⟩ := product_means hA hB hu hdown
  have hs' : (s : ℂ) ≠ 0 := Complex.ofReal_ne_zero.mpr hs.ne'
  have ht' : (t : ℂ) ≠ 0 := Complex.ofReal_ne_zero.mpr ht.ne'
  have hN : ev (prodState u down) (hamiltonian J K A B) -
      ev (prodState u up) (hamiltonian J K A B) = ((J : ℂ) - K / 4) * (4 * s * t) := by
    simp only [hamiltonian, map_sub, map_smul, smul_eq_mul, h1, h2, b1, b2]
    push_cast
    ring
  have hD : ev (prodState u up) (totalSq A B) - ev (prodState u down) (totalSq A B) =
      4 * s * t := by
    rw [h3, b3]
    push_cast
    ring
  rw [hN, hD]
  have h4 : (4 : ℂ) ≠ 0 := by norm_num
  exact mul_div_cancel_right₀ _ (mul_ne_zero (mul_ne_zero h4 hs') ht')
```

## Two spins 1/2

In the smallest case the result already holds for the operator itself. For spins 1/2,

$$(A\cdot B)^2=\tfrac3{16}-\tfrac12A\cdot B,\qquad\text{so}\qquad H=-2\Bigl(J-\frac K4\Bigr)A\cdot B-\frac{3K}{16}.$$

Biquadratic exchange is then only a shift of the Heisenberg coupling and of the energy zero.

```lean
/-- The spin-1/2 matrices, half the Pauli matrices. -/
def spinHalf : Fin 3 → Matrix (Fin 2) (Fin 2) ℂ :=
  ![!![0, 1 / 2; 1 / 2, 0], !![0, -Complex.I / 2; Complex.I / 2, 0], !![1 / 2, 0; 0, -1 / 2]]
```

The proof checks the formula for the square entry by entry and substitutes it into the Hamiltonian.

```lean
/-- For two spins 1/2 the Hamiltonian is, up to the constant `-3K/16`, a pure Heisenberg
Hamiltonian with coupling `J - K/4`. -/
theorem spinHalf_hamiltonian (J K : ℝ) : hamiltonian J K spinHalf spinHalf =
    (-2 * ((J : ℂ) - K / 4)) • dot spinHalf spinHalf - (3 * (K : ℂ) / 16) • 1 := by
  have h : dot spinHalf spinHalf * dot spinHalf spinHalf =
      (3 / 16 : ℂ) • 1 - (1 / 2 : ℂ) • dot spinHalf spinHalf := by
    ext ⟨i, j⟩ ⟨k, l⟩
    fin_cases i <;> fin_cases j <;> fin_cases k <;> fin_cases l <;>
      norm_num [dot, spinHalf, Matrix.mul_apply, Fintype.sum_prod_type, Fin.sum_univ_succ,
        Matrix.one_apply, Complex.ext_iff]
  rw [hamiltonian, h]
  module
```

## An explicit spin 1

The Cartesian matrices below give a concrete instance of the assumptions.

```lean
/-- The spin-1 matrices in the Cartesian basis. -/
def spinOne : Fin 3 → Matrix (Fin 3) (Fin 3) ℂ :=
  ![!![0, 0, 0; 0, 0, -Complex.I; 0, Complex.I, 0],
    !![0, 0, Complex.I; 0, 0, 0; -Complex.I, 0, 0],
    !![0, -Complex.I, 0; Complex.I, 0, 0; 0, 0, 0]]
```

The two states are $(1,\pm i,0)/\sqrt2$ times the common phase $(1+i)/\sqrt2$, which removes the square roots from their entries. With these matrices and states on both sites, the ratio theorem applies to a pair of spins 1.

```lean
/-- The Cartesian matrices form a spin 1, and the two vectors shown are its normalised z
eigenstates with eigenvalues `1` and `-1`. -/
theorem spinOne_witness : IsSpin 1 spinOne ∧
    IsZState spinOne 1 ![(1 + Complex.I) / 2, (-1 + Complex.I) / 2, 0] ∧
    IsZState spinOne (-1) ![(1 + Complex.I) / 2, (1 - Complex.I) / 2, 0] := by
  have h0 : spinOne 0 = !![0, 0, 0; 0, 0, -Complex.I; 0, Complex.I, 0] := rfl
  have h1 : spinOne 1 = !![0, 0, Complex.I; 0, 0, 0; -Complex.I, 0, 0] := rfl
  have h2 : spinOne 2 = !![0, -Complex.I, 0; Complex.I, 0, 0; 0, 0, 0] := rfl
  have hn : ∀ a b : ℂ, ev ![a, b, 0] 1 = (Complex.normSq a : ℂ) + Complex.normSq b := by
    intro a b
    simp [ev, dotProduct, Fin.sum_univ_succ, Complex.normSq_eq_conj_mul_self]
  refine ⟨⟨fun i => Matrix.IsHermitian.ext fun j k => ?_, ?_, ?_, ?_, ?_⟩, ⟨?_, ?_⟩, ⟨?_, ?_⟩⟩
  · fin_cases i <;> fin_cases j <;> fin_cases k <;> simp [spinOne]
  -- commutators and the Casimir relation, entry by entry
  iterate 4
    · ext j k
      fin_cases j <;> fin_cases k <;>
        norm_num [h0, h1, h2, Matrix.mul_apply, Fin.sum_univ_succ, Matrix.one_apply]
  -- normalisation and eigenvalue equation of both states
  iterate 2
    · rw [hn]
      norm_num [Complex.normSq_apply]
    · ext j
      fin_cases j <;>
        norm_num [h2, Matrix.mulVec, dotProduct, Fin.sum_univ_succ, Complex.ext_iff]

end

end YamaguchiBiquadratic
```

```lean
#print axioms YamaguchiBiquadratic.yamaguchi_biquadratic
#print axioms YamaguchiBiquadratic.spinHalf_hamiltonian
```

```
'YamaguchiBiquadratic.yamaguchi_biquadratic' depends on axioms: [propext, Classical.choice, Quot.sound]
'YamaguchiBiquadratic.spinHalf_hamiltonian' depends on axioms: [propext, Classical.choice, Quot.sound]
```
